# The interval recurrence gives the least multiplication count of a matrix chain, and 2 o⁴ v² for the T V T ladder when o ≤ v

## Chains, bracketings and the ladder

Let A_i be a matrix of size d_i × d_(i+1). A bracketing of the factors i, …, j−1, with i < j, is a binary tree that fixes which products are formed first. Multiplying a p × q matrix by a q × r matrix counts as p q r scalar multiplications, and the cost of a bracketing is the sum over its products.

With o occupied and v virtual orbitals, let T hold doubles amplitudes, its rows labelled by occupied pairs and its columns by virtual pairs. Let V hold the two-electron integrals that couple occupied pairs to virtual pairs, its rows labelled by virtual pairs and its columns by occupied pairs. The product T V T, called the ladder here, is then a chain with dimensions o², v², o², v². It occurs among the quadratic terms of coupled-cluster doubles, and its bracketing decides whether this term scales as o⁴ v² or as o² v⁴, for dense matrices without use of permutational symmetry. The particle–particle ladder, which is linear in T and contains integrals over four virtual orbitals, is a different term: as a dense product it takes o² v⁴ multiplications.

## What is claimed

Define m(i,i+1) = 0 and, for j > i+1,

m(i,j) = min over i < k < j of [m(i,k) + m(k,j) + d_i d_k d_j].

In Lean, m is `chainCost d`, the trees form the type `Bracketing i j`, and `d : ℕ → ℕ` lists the dimensions. `chainCost_isLeast` says that for i < j some bracketing costs exactly m(i,j) and none costs less. `eval_eq_eval` says that all bracketings give the same matrix, with entries in any semiring. `ladder_cost` says that m(0,3) = 2 o⁴ v² for the ladder dimensions if o ≤ v.

The order of the factors is fixed. Additions, memory traffic, sparsity and fast matrix multiplication don't enter the count.

## Why the recurrence is optimal

Write P(i,j) for the product accumulated from left to right. Then P(i,k) P(k,j) = P(i,j). For j = k+1 this is the definition of P(i,k+1), and the step from j to j+1 is

P(i,k) P(k,j+1) = P(i,k) P(k,j) A_j = P(i,j) A_j = P(i,j+1).

By induction on the tree, every bracketing evaluates to P(i,j).

For the lower bound, a single factor costs 0 = m(i,i+1). A larger tree t has a last multiplication at some k, with subtrees l and r. If the bound holds for both,

cost(t) = cost(l) + cost(r) + d_i d_k d_j ≥ m(i,k) + m(k,j) + d_i d_k d_j ≥ m(i,j).

To attain the bound, choose a k that minimises the recurrence and join optimal trees for the two shorter pieces, which exist by induction on length.

The same argument works if d_i d_k d_j is replaced by any non-negative integer weight w(i,k,j). The weight d_i d_j, for instance, would minimise the total number of matrix elements in all products formed.

## The two ladder costs

Three factors have two bracketings:

(T V) T: o² v² o² + o² o² v² = 2 o⁴ v²

T (V T): v² o² v² + o² v² v² = 2 o² v⁴

Multiplying o² ≤ v² by 2 o² v² shows that the first is no larger. For o = 2 and v = 3 the dimensions are 4, 9, 4, 9, and the costs are 144 + 144 = 288 and 324 + 324 = 648.

## The Lean file

```lean
import Mathlib

open Matrix

namespace MatrixChainCost

/-- A bracketing of the product of the consecutive factors `i, …, j - 1` of a matrix chain. -/
inductive Bracketing : ℕ → ℕ → Type
  | leaf (i : ℕ) : Bracketing i (i + 1)
  | join {i j : ℕ} (k : ℕ) (l : Bracketing i k) (r : Bracketing k j) : Bracketing i j

/-- The number of scalar multiplications of a bracketing, where a `p × q` matrix times a
`q × r` matrix takes `p q r` of them. -/
def Bracketing.cost (d : ℕ → ℕ) : {i j : ℕ} → Bracketing i j → ℕ
  | _, _, .leaf _ => 0
  | i, j, .join k l r => Bracketing.cost d l + Bracketing.cost d r + d i * d k * d j

/-- The matrix obtained by multiplying the factors `A i` in the order a bracketing prescribes. -/
def Bracketing.eval {R : Type*} [Semiring R] {d : ℕ → ℕ}
    (A : ∀ i, Matrix (Fin (d i)) (Fin (d (i + 1))) R) :
    {i j : ℕ} → Bracketing i j → Matrix (Fin (d i)) (Fin (d j)) R
  | _, _, .leaf i => A i
  | _, _, .join _ l r => Bracketing.eval A l * Bracketing.eval A r

/-- The product of the factors `i, …, j - 1` accumulated from left to right, for `i < j`. -/
def orderedProduct {R : Type*} [Semiring R] {d : ℕ → ℕ}
    (A : ∀ i, Matrix (Fin (d i)) (Fin (d (i + 1))) R) (i : ℕ) :
    (j : ℕ) → Matrix (Fin (d i)) (Fin (d j)) R
  | 0 => 0
  | j + 1 => (if i = j then Matrix.of fun a b => if a.val = b.val then 1 else 0
      else orderedProduct A i j) * A j

/-- The interval recurrence: zero for a single factor, and otherwise the minimum over the
position `k` of the last multiplication. It is meant for `i < j`. -/
def chainCost (d : ℕ → ℕ) (i j : ℕ) : ℕ :=
  if h : i + 1 < j then
    (Finset.Ioo i j).attach.inf'
      ⟨⟨i + 1, Finset.mem_Ioo.mpr ⟨by omega, h⟩⟩, Finset.mem_attach _ _⟩
      (fun k => chainCost d i k.1 + chainCost d k.1 j + d i * d k.1 * d j)
  else 0
termination_by j - i
decreasing_by
  all_goals
    have hk := Finset.mem_Ioo.mp k.2
    omega

/-- The dimensions `o², v², o², v², …` of a chain alternating between occupied and virtual
pairs. -/
def ladderDims (o v : ℕ) (i : ℕ) : ℕ := if i % 2 = 0 then o ^ 2 else v ^ 2

/-- A bracketing contains at least one factor. -/
theorem Bracketing.lt {i j : ℕ} (t : Bracketing i j) : i < j := by
  induction t with
  | leaf i => exact Nat.lt_succ_self i
  | join k l r ihl ihr => exact ihl.trans ihr

/-- The left-to-right product of a single factor is that factor. -/
theorem orderedProduct_single {R : Type*} [Semiring R] {d : ℕ → ℕ}
    (A : ∀ i, Matrix (Fin (d i)) (Fin (d (i + 1))) R) (i : ℕ) :
    orderedProduct A i (i + 1) = A i := by
  have h1 : (Matrix.of fun a b : Fin (d i) => if a.val = b.val then (1 : R) else 0) = 1 := by
    ext a b
    simp [Matrix.one_apply, Fin.ext_iff]
  rw [orderedProduct, if_pos rfl, h1, Matrix.one_mul]

/-- The left-to-right products of two adjoining pieces of a chain multiply to that of the
joined piece. -/
theorem orderedProduct_mul {R : Type*} [Semiring R] {d : ℕ → ℕ}
    (A : ∀ i, Matrix (Fin (d i)) (Fin (d (i + 1))) R) {i k j : ℕ} (hik : i < k) (hkj : k < j) :
    orderedProduct A i k * orderedProduct A k j = orderedProduct A i j := by
  have step : ∀ a b, a < b → orderedProduct A a (b + 1) = orderedProduct A a b * A b := by
    intro a b h
    rw [orderedProduct, if_neg h.ne]
  induction j with
  | zero => omega
  | succ j ih =>
    by_cases h : k = j
    · subst h
      rw [orderedProduct_single, step _ _ hik]
    · have hk : k < j := by omega
      rw [step _ _ hk, step _ _ (hik.trans hk), ← Matrix.mul_assoc, ih hk]

/-- All bracketings of a matrix chain give the same matrix. -/
theorem eval_eq_eval {R : Type*} [Semiring R] {d : ℕ → ℕ}
    (A : ∀ i, Matrix (Fin (d i)) (Fin (d (i + 1))) R) {i j : ℕ} (s t : Bracketing i j) :
    s.eval A = t.eval A := by
  have key : ∀ {a b : ℕ} (u : Bracketing a b), u.eval A = orderedProduct A a b := by
    intro a b u
    induction u with
    | leaf i => exact (orderedProduct_single A i).symm
    | join k l r ihl ihr =>
      change l.eval A * r.eval A = _
      rw [ihl, ihr, orderedProduct_mul A l.lt r.lt]
  rw [key s, key t]

/-- A single factor needs no multiplication. -/
theorem chainCost_single (d : ℕ → ℕ) (i : ℕ) : chainCost d i (i + 1) = 0 := by
  rw [chainCost, dif_neg (lt_irrefl _)]

/-- For two or more factors, `m(i,j)` is the least of the values
`m(i,k) + m(k,j) + d_i d_k d_j` with `i < k < j`. -/
theorem chainCost_recurrence (d : ℕ → ℕ) {i j : ℕ} (h : i + 1 < j) :
    IsLeast ((fun k => chainCost d i k + chainCost d k j + d i * d k * d j) '' Set.Ioo i j)
      (chainCost d i j) := by
  rw [chainCost, dif_pos h]
  constructor
  · obtain ⟨k, -, hk⟩ := Finset.exists_mem_eq_inf' (s := (Finset.Ioo i j).attach)
      ⟨⟨i + 1, Finset.mem_Ioo.mpr ⟨by omega, h⟩⟩, Finset.mem_attach _ _⟩
      (fun k => chainCost d i k.1 + chainCost d k.1 j + d i * d k.1 * d j)
    exact ⟨k.1, Finset.mem_Ioo.mp k.2, hk.symm⟩
  · rintro _ ⟨k, hk, rfl⟩
    exact Finset.inf'_le (fun k : {x // x ∈ Finset.Ioo i j} =>
      chainCost d i k.1 + chainCost d k.1 j + d i * d k.1 * d j)
      (Finset.mem_attach _ ⟨k, Finset.mem_Ioo.mpr hk⟩)

/-- The recurrence gives the least multiplication count over all bracketings of the chain. -/
theorem chainCost_isLeast (d : ℕ → ℕ) {i j : ℕ} (hij : i < j) :
    IsLeast (Set.range fun t : Bracketing i j => t.cost d) (chainCost d i j) := by
  -- an optimal bracketing is assembled from optimal bracketings of the two pieces
  have attained : ∀ n i j : ℕ, i < j → j - i ≤ n →
      ∃ t : Bracketing i j, t.cost d = chainCost d i j := by
    intro n
    induction n with
    | zero => intro i j h1 h2; omega
    | succ n ih =>
      intro i j h1 h2
      by_cases h : j = i + 1
      · subst h
        exact ⟨.leaf i, (chainCost_single d i).symm⟩
      · obtain ⟨k, ⟨hik, hkj⟩, e⟩ := (chainCost_recurrence d (i := i) (j := j) (by omega)).1
        obtain ⟨l, hl⟩ := ih i k hik (by omega)
        obtain ⟨r, hr⟩ := ih k j hkj (by omega)
        refine ⟨.join k l r, ?_⟩
        change l.cost d + r.cost d + d i * d k * d j = _
        rw [hl, hr]
        exact e
  -- no bracketing is cheaper, by induction on the tree
  have lower : ∀ {a b : ℕ} (t : Bracketing a b), chainCost d a b ≤ t.cost d := by
    intro a b t
    induction t with
    | leaf i => exact (chainCost_single d i).le
    | @join i j k l r ihl ihr =>
      have hl := l.lt
      have hr := r.lt
      have h : chainCost d i j ≤ chainCost d i k + chainCost d k j + d i * d k * d j :=
        (chainCost_recurrence d (by omega)).2 ⟨k, ⟨hl, hr⟩, rfl⟩
      change _ ≤ l.cost d + r.cost d + d i * d k * d j
      linarith
  refine ⟨attained (j - i) i j hij le_rfl, ?_⟩
  rintro _ ⟨t, rfl⟩
  exact lower t

/-- The two bracketings of the T V T ladder: `(T V) T` takes `2 o⁴ v²` multiplications and
`T (V T)` takes `2 o² v⁴`. -/
theorem ladder_bracketings (o v : ℕ) :
    (Bracketing.join 2 (.join 1 (.leaf 0) (.leaf 1)) (.leaf 2) : Bracketing 0 3).cost
      (ladderDims o v) = 2 * o ^ 4 * v ^ 2 ∧
    (Bracketing.join 1 (.leaf 0) (.join 2 (.leaf 1) (.leaf 2)) : Bracketing 0 3).cost
      (ladderDims o v) = 2 * o ^ 2 * v ^ 4 := by
  constructor
  · change 0 + 0 + o ^ 2 * v ^ 2 * o ^ 2 + 0 + o ^ 2 * o ^ 2 * v ^ 2 = _
    ring
  · change 0 + (0 + 0 + v ^ 2 * o ^ 2 * v ^ 2) + o ^ 2 * v ^ 2 * v ^ 2 = _
    ring

/-- A chain of three factors costs the cheaper of its two bracketings. -/
theorem chainCost_three (d : ℕ → ℕ) (i : ℕ) :
    chainCost d i (i + 3) =
      min (d i * d (i + 1) * d (i + 2) + d i * d (i + 2) * d (i + 3))
        (d (i + 1) * d (i + 2) * d (i + 3) + d i * d (i + 1) * d (i + 3)) := by
  have pair : ∀ a, chainCost d a (a + 2) = d a * d (a + 1) * d (a + 2) := by
    intro a
    obtain ⟨k, ⟨h1, h2⟩, e⟩ := (chainCost_recurrence d (i := a) (j := a + 2) (by omega)).1
    obtain rfl : k = a + 1 := by omega
    have s1 := chainCost_single d a
    have s2 : chainCost d (a + 1) (a + 2) = 0 := chainCost_single d (a + 1)
    dsimp only at e
    linarith
  have s1 := chainCost_single d i
  have s2 : chainCost d (i + 2) (i + 3) = 0 := chainCost_single d (i + 2)
  have p1 := pair i
  have p2 : chainCost d (i + 1) (i + 3) = d (i + 1) * d (i + 2) * d (i + 3) := pair (i + 1)
  have hrec := chainCost_recurrence d (i := i) (j := i + 3) (by omega)
  apply le_antisymm
  · have b1 : chainCost d i (i + 3) ≤ chainCost d i (i + 2) + chainCost d (i + 2) (i + 3)
        + d i * d (i + 2) * d (i + 3) := hrec.2 ⟨i + 2, ⟨by omega, by omega⟩, rfl⟩
    have b2 : chainCost d i (i + 3) ≤ chainCost d i (i + 1) + chainCost d (i + 1) (i + 3)
        + d i * d (i + 1) * d (i + 3) := hrec.2 ⟨i + 1, ⟨by omega, by omega⟩, rfl⟩
    exact le_min (by linarith) (by linarith)
  · obtain ⟨k, ⟨h1, h2⟩, e⟩ := hrec.1
    dsimp only at e
    have hk : k = i + 1 ∨ k = i + 2 := by omega
    rcases hk with rfl | rfl
    · exact (min_le_right _ _).trans (by linarith)
    · exact (min_le_left _ _).trans (by linarith)

/-- For `o ≤ v` the least multiplication count of the T V T ladder, with dimensions
`o², v², o², v²`, is `2 o⁴ v²`. -/
theorem ladder_cost {o v : ℕ} (hov : o ≤ v) :
    chainCost (ladderDims o v) 0 3 = 2 * o ^ 4 * v ^ 2 := by
  have h : chainCost (ladderDims o v) 0 3 =
      min (o ^ 2 * v ^ 2 * o ^ 2 + o ^ 2 * o ^ 2 * v ^ 2)
        (v ^ 2 * o ^ 2 * v ^ 2 + o ^ 2 * v ^ 2 * v ^ 2) := chainCost_three (ladderDims o v) 0
  have hsq : o ^ 2 ≤ v ^ 2 := Nat.pow_le_pow_left hov 2
  have hmul := Nat.mul_le_mul_left (2 * o ^ 2 * v ^ 2) hsq
  have hle : o ^ 2 * v ^ 2 * o ^ 2 + o ^ 2 * o ^ 2 * v ^ 2 ≤
      v ^ 2 * o ^ 2 * v ^ 2 + o ^ 2 * v ^ 2 * v ^ 2 := by linarith
  rw [h, min_eq_left hle]
  ring

end MatrixChainCost
```

```lean
#print axioms MatrixChainCost.eval_eq_eval
#print axioms MatrixChainCost.chainCost_isLeast
#print axioms MatrixChainCost.ladder_bracketings
#print axioms MatrixChainCost.ladder_cost
```

```
'MatrixChainCost.eval_eq_eval' depends on axioms: [propext, Classical.choice, Quot.sound]
'MatrixChainCost.chainCost_isLeast' depends on axioms: [propext, Classical.choice, Quot.sound]
'MatrixChainCost.ladder_bracketings' depends on axioms: [propext]
'MatrixChainCost.ladder_cost' depends on axioms: [propext, Classical.choice, Quot.sound]
```

## How the proof follows the derivation

`orderedProduct` is P. `orderedProduct_single` and `orderedProduct_mul` supply its base case and the splitting identity, and `eval_eq_eval` compares both trees with it. `Bracketing.lt` provides the strict inequalities between endpoints that these steps need.

The definition of `chainCost` takes a minimum over the finite set of interior points; `attach` keeps the proof that each k is interior, so that Lean can see both intervals shrink. `chainCost_single` and `chainCost_recurrence` then recover the two defining equations.

Inside `chainCost_isLeast`, `attained` is the induction on length and `lower` the induction on trees. In the latter, `linarith` combines the two inductive bounds with the recurrence.

`ladder_bracketings` unfolds the two explicit trees and simplifies their costs with `ring`. `chainCost_three` obtains the minimum of two costs for any three-factor chain: both splits bound m from above, and the minimising k must be i+1 or i+2. `ladder_cost` inserts the ladder dimensions and uses o² ≤ v² to select the first cost.
